# Multipole plasmon resonances of a sphere: the condition on the permittivity and the Drude frequencies

Take a sphere of radius $R$ and permittivity $\varepsilon$ in a medium of permittivity $\varepsilon_m$, with no external field. The smallest case with a resonance is the dipole. Its radial potential is $Ar$ inside and $B/r^2$ outside. At the surface, the potential and the permittivity times the radial derivative must match:

$$AR=\frac{B}{R^2},\qquad \varepsilon A=-\frac{2\varepsilon_m B}{R^3}.$$

The first equation gives $B=AR^3$, and the second then reads $\varepsilon A=-2\varepsilon_m A$. If $A=0$, then $B=0$ too and there is no field. A nonzero field therefore requires $\varepsilon=-2\varepsilon_m$. The radius has dropped out.

The same cancellation works for every multipole order $l\ge 1$ and gives $\varepsilon=-(l+1)\varepsilon_m/l$. For a sphere in the quasi-static limit with a local, lossless response, this condition locates the localized plasmons and supplies reference values for a numerical electrostatic solver.

```lean
import Mathlib

open Filter Topology

namespace SphereMultipolePlasmons

noncomputable section
```

The file loads Mathlib and opens the notation for limits. In the code, $\varepsilon$, $\varepsilon_m$, the frequency $\omega$ and the plasma frequency $\omega_p$ are called `eps`, `em`, `w` and `wp`. All are real numbers, and `l` is a natural number.

```lean
/-- Radial potential `A r^l` of a multipole of order `l` inside the sphere. -/
def innerPotential (A : ℝ) (l : ℕ) (r : ℝ) : ℝ := A * r ^ l
```

This is $\phi_{\rm in}(r)=Ar^l$. The amplitude and the order come first, so `innerPotential A l` is itself a function of $r$ that can be differentiated.

```lean
/-- Radial potential `B / r^(l+1)` of a multipole of order `l` outside the sphere. -/
def outerPotential (B : ℝ) (l : ℕ) (r : ℝ) : ℝ := B / r ^ (l + 1)
```

This is $\phi_{\rm out}(r)=B/r^{l+1}$. The angular factor, a spherical harmonic of order $l$, is common to both sides of the surface and is left out.

```lean
/-- Amplitudes `A`, `B`, not both zero, for which the potential and the permittivity times
its radial derivative are continuous at the surface `r = R`. -/
def IsSurfaceMode (l : ℕ) (R eps em A B : ℝ) : Prop :=
  (A ≠ 0 ∨ B ≠ 0) ∧ innerPotential A l R = outerPotential B l R ∧
    eps * deriv (innerPotential A l) R = em * deriv (outerPotential B l) R
```

A surface mode is a pair $(A,B)\neq(0,0)$ with

$$\phi_{\rm in}(R)=\phi_{\rm out}(R),\qquad \varepsilon\,\phi_{\rm in}'(R)=\varepsilon_m\,\phi_{\rm out}'(R).$$

The second condition is continuity of the normal displacement field. `deriv` is the actual derivative, so nothing about its value has been put in by hand. The definition takes the two radial forms as given; the file does not derive that they are the only regular and decaying solutions.

```lean
/-- Lossless Drude permittivity with plasma frequency `wp` at frequency `w`. -/
def drude (wp w : ℝ) : ℝ := 1 - wp ^ 2 / w ^ 2
```

The Drude permittivity is $\varepsilon(\omega)=1-\omega_p^2/\omega^2$, without damping or a contribution from bound electrons. The surrounding $\varepsilon_m$ does not depend on frequency.

```lean
/-- The frequency `wp sqrt(l / (l + (l+1) em))`. -/
def resonance (wp em : ℝ) (l : ℕ) : ℝ :=
  wp * Real.sqrt ((l : ℝ) / (l + (l + 1) * em))
```

This names the candidate frequency

$$\omega_l=\omega_p\sqrt{\frac{l}{l+(l+1)\varepsilon_m}}.$$

So far it is only a formula. Its link to the modes is proved below.

```lean
/-- For `r ≠ 0` the derivative of the inner potential is `l / r` times the potential. -/
theorem hasDerivAt_inner (A : ℝ) (l : ℕ) {r : ℝ} (hr : r ≠ 0) :
    HasDerivAt (innerPotential A l) ((l : ℝ) * innerPotential A l r / r) r := by
  have h := (hasDerivAt_pow l r).const_mul A
  refine h.congr_deriv ?_
  unfold innerPotential
  cases l with
  | zero => simp
  | succ n =>
    rw [Nat.add_sub_cancel, pow_succ]
    field_simp
```

`HasDerivAt f d r` says that $f$ is differentiable at $r$ with derivative $d$. By hand,

$$\phi_{\rm in}'(r)=lAr^{l-1}=\frac{l}{r}\,\phi_{\rm in}(r).$$

The proof starts from Mathlib's power rule and treats $l=0$ separately, because the exponent $l-1$ is a subtraction of natural numbers.

```lean
/-- For `r ≠ 0` the derivative of the outer potential is `-(l+1) / r` times the potential. -/
theorem hasDerivAt_outer (B : ℝ) (l : ℕ) {r : ℝ} (hr : r ≠ 0) :
    HasDerivAt (outerPotential B l) (-((l : ℝ) + 1) * outerPotential B l r / r) r := by
  have h := (hasDerivAt_const r B).fun_div (hasDerivAt_pow (l + 1) r) (pow_ne_zero _ hr)
  refine h.congr_deriv ?_
  unfold outerPotential
  rw [Nat.add_sub_cancel]
  push_cast
  field_simp
  ring
```

Outside,

$$\phi_{\rm out}'(r)=-\frac{(l+1)B}{r^{l+2}}=-\frac{l+1}{r}\,\phi_{\rm out}(r).$$

Lean uses the quotient rule, and `field_simp` and `ring` bring the result into this form.

```lean
/-- A function with `f' = c f / r` away from the origin satisfies `(r² f')' = c (c+1) f` away from the origin. -/
theorem radial_equation {f : ℝ → ℝ} {c r : ℝ}
    (hf : ∀ s, s ≠ 0 → HasDerivAt f (c * f s / s) s) (hr : r ≠ 0) :
    HasDerivAt (fun s => s ^ 2 * deriv f s) (c * (c + 1) * f r) r := by
  have h1 : HasDerivAt (fun s => c * (s * f s)) (c * (1 * f r + r * (c * f r / r))) r :=
    ((hasDerivAt_id' r).fun_mul (hf r hr)).const_mul c
  -- away from the origin, r² f' is c r f
  have h2 : (fun s => s ^ 2 * deriv f s) =ᶠ[𝓝 r] fun s => c * (s * f s) := by
    filter_upwards [eventually_ne_nhds hr] with s hs
    rw [(hf s hs).deriv]
    field_simp
  refine (h1.congr_of_eventuallyEq h2).congr_deriv ?_
  have h3 : r * (c * f r / r) = c * f r := by field_simp
  rw [h3]
  ring
```

Both potentials satisfy $f'=cf/r$ for some constant $c$. Then $r^2f'=c\,rf$, and differentiating once more gives

$$(r^2f')'=c(f+rf')=c(f+cf)=c(c+1)f.$$

In the proof, `h1` differentiates $c\,rf$, and `h2` states that $r^2f'$ equals $c\,rf$ near $r$. Equality in a neighbourhood is what allows the derivative to be carried over.

```lean
/-- Both potentials solve the radial Laplace equation `(r² f')' = l (l+1) f` away from the
origin. -/
theorem radial_laplace (A B : ℝ) (l : ℕ) {r : ℝ} (hr : r ≠ 0) :
    HasDerivAt (fun s => s ^ 2 * deriv (innerPotential A l) s)
      ((l : ℝ) * (l + 1) * innerPotential A l r) r ∧
    HasDerivAt (fun s => s ^ 2 * deriv (outerPotential B l) s)
      ((l : ℝ) * (l + 1) * outerPotential B l r) r :=
  ⟨radial_equation (fun _ hs => hasDerivAt_inner A l hs) hr,
    (radial_equation (fun _ hs => hasDerivAt_outer B l hs) hr).congr_deriv (by ring)⟩
```

With $c=l$ the factor is $l(l+1)$. With $c=-(l+1)$ it is $(-(l+1))(-l)=l(l+1)$ again. Both potentials therefore solve the radial Laplace equation for order $l$ away from the origin.

```lean
/-- The potential of a surface mode does not vanish at the surface of the sphere. -/
theorem surface_potential_ne_zero {l : ℕ} {R eps em A B : ℝ} (hR : 0 < R)
    (h : IsSurfaceMode l R eps em A B) : innerPotential A l R ≠ 0 := by
  obtain ⟨hne, hφ, -⟩ := h
  intro h0
  have h1 := hφ.symm.trans h0
  unfold innerPotential at h0
  unfold outerPotential at h1
  have hA : A = 0 := (mul_eq_zero.mp h0).resolve_right (pow_ne_zero _ hR.ne')
  have hB : B = 0 := (div_eq_zero_iff.mp h1).resolve_right (pow_ne_zero _ hR.ne')
  exact hne.elim (fun h => h hA) (fun h => h hB)
```

Suppose the surface potential of a mode were zero. Then $AR^l=0$ gives $A=0$, and by continuity $B/R^{l+1}=0$ gives $B=0$, which contradicts the definition of a mode. This lemma permits the division in the next theorem.

```lean
/-- For `l ≥ 1` the sphere has a surface mode of order `l` exactly when its permittivity is
`-(l+1) em / l`. -/
theorem exists_mode_iff {l : ℕ} {R eps em : ℝ} (hl : 1 ≤ l) (hR : 0 < R) :
    (∃ A B, IsSurfaceMode l R eps em A B) ↔ eps = -(((l : ℝ) + 1) * em) / l := by
  have hl' : (0 : ℝ) < l := Nat.cast_pos.mpr hl
  constructor
  · rintro ⟨A, B, hm⟩
    have hq := div_ne_zero (surface_potential_ne_zero hR hm) hR.ne'
    obtain ⟨-, hφ, hD⟩ := hm
    rw [(hasDerivAt_inner A l hR.ne').deriv, (hasDerivAt_outer B l hR.ne').deriv, ← hφ] at hD
    -- the common surface potential cancels from the flux condition
    rw [eq_div_iff hl'.ne']
    apply mul_right_cancel₀ hq
    linear_combination hD
  · intro he
    have hφ : innerPotential 1 l R = outerPotential (R ^ (2 * l + 1)) l R := by
      unfold innerPotential outerPotential
      rw [eq_div_iff (pow_ne_zero _ hR.ne')]
      ring
    refine ⟨1, R ^ (2 * l + 1), Or.inl one_ne_zero, hφ, ?_⟩
    rw [(hasDerivAt_inner 1 l hR.ne').deriv, (hasDerivAt_outer _ l hR.ne').deriv, ← hφ, he]
    field_simp
```

The statement reads: for $l\ge1$ and $R>0$, amplitudes of a surface mode exist if and only if $\varepsilon=-(l+1)\varepsilon_m/l$. No sign of $\varepsilon_m$ is assumed.

For the forward direction, let $\phi$ be the common surface potential. The two logarithmic derivatives turn the flux condition into

$$\varepsilon\,l\,\frac{\phi}{R}=-\varepsilon_m(l+1)\frac{\phi}{R}.$$

Since $\phi/R\neq0$, which is `hq` in the code, it cancels, and division by $l$ gives the condition. The cancellation is the step `mul_right_cancel₀ hq`.

For the converse, choose $A=1$ and $B=R^{2l+1}$. Both potentials equal $R^l$ at the surface. The two fluxes are $\varepsilon lR^{l-1}$ and $-\varepsilon_m(l+1)R^{l-1}$, which agree for the stated $\varepsilon$.

```lean
/-- For `l = 0`, `R > 0` and `em ≠ 0` there is no surface mode, whatever the permittivity of the sphere. -/
theorem no_monopole_mode {R eps em : ℝ} (hR : 0 < R) (hem : em ≠ 0) :
    ¬ ∃ A B, IsSurfaceMode 0 R eps em A B := by
  rintro ⟨A, B, hm⟩
  have hq := div_ne_zero (surface_potential_ne_zero hR hm) hR.ne'
  obtain ⟨-, hφ, hD⟩ := hm
  rw [(hasDerivAt_inner A 0 hR.ne').deriv, (hasDerivAt_outer B 0 hR.ne').deriv, ← hφ] at hD
  push_cast at hD
  have h0 : em * (innerPotential A 0 R / R) = 0 := by linear_combination hD
  exact mul_ne_zero hem hq h0
```

For $l=0$ the inner potential is constant, so its flux vanishes. The flux condition becomes $0=-\varepsilon_m\phi/R$, which is impossible when $\varepsilon_m\neq0$ and $\phi\neq0$. No choice of $\varepsilon$ helps, because it multiplies zero.

```lean
/-- For `R > 0`, `wp > 0` and `em > 0`, a Drude sphere has a surface mode of order `l ≥ 1` at the frequency `w > 0` exactly when
`w = wp sqrt(l / (l + (l+1) em))`. -/
theorem drude_mode_iff {l : ℕ} {R wp em w : ℝ} (hl : 1 ≤ l) (hR : 0 < R) (hwp : 0 < wp)
    (hem : 0 < em) (hw : 0 < w) :
    (∃ A B, IsSurfaceMode l R (drude wp w) em A B) ↔ w = resonance wp em l := by
  have hl' : (0 : ℝ) < l := Nat.cast_pos.mpr hl
  have hD : (0 : ℝ) < l + (l + 1) * em := by positivity
  have hres : 0 ≤ resonance wp em l := mul_nonneg hwp.le (Real.sqrt_nonneg _)
  have hsq : resonance wp em l ^ 2 = wp ^ 2 * l / (l + (l + 1) * em) := by
    unfold resonance
    rw [mul_pow, Real.sq_sqrt (by positivity), mul_div_assoc]
  have key : drude wp w - -(((l : ℝ) + 1) * em) / l
      = (w ^ 2 * (l + (l + 1) * em) - wp ^ 2 * l) / (l * w ^ 2) := by
    unfold drude
    field_simp
    ring
  have hden : (l : ℝ) * w ^ 2 ≠ 0 := by positivity
  -- both sides say w² (l + (l+1) em) = wp² l
  rw [exists_mode_iff hl hR, ← sq_eq_sq₀ hw.le hres, hsq, eq_div_iff hD.ne', ← sub_eq_zero,
    key, div_eq_zero_iff, or_iff_left hden, sub_eq_zero]
```

Here the permittivity of the sphere is `drude wp w`, and $\omega_p$, $\varepsilon_m$ and $\omega$ are positive. A mode of order $l\ge1$ exists at $\omega$ exactly when $\omega=\omega_l$, so each order has one positive resonance frequency. By hand, insert the Drude form into the condition and multiply by $l\omega^2$:

$$1-\frac{\omega_p^2}{\omega^2}=-\frac{(l+1)\varepsilon_m}{l}
\iff l\omega^2-l\omega_p^2=-(l+1)\varepsilon_m\omega^2
\iff \omega^2\bigl(l+(l+1)\varepsilon_m\bigr)=l\omega_p^2.$$

The bracket is positive, so one can divide by it and take the positive root.

In Lean, `hsq` computes $\omega_l^2$, and `key` writes the difference between the two sides of the resonance condition as a single fraction. The final `rw` replaces $\omega=\omega_l$ by equality of squares, which is legitimate because neither number is negative, and reduces both sides of the equivalence to the last equation above.

```lean
/-- For `R > 0`, `wp > 0` and `em > 0`, a Drude sphere has a dipole (`l = 1`) surface mode at the frequency `w > 0` exactly when `w = wp / sqrt(1 + 2 em)`. -/
theorem drude_dipole_iff {R wp em w : ℝ} (hR : 0 < R) (hwp : 0 < wp) (hem : 0 < em)
    (hw : 0 < w) :
    (∃ A B, IsSurfaceMode 1 R (drude wp w) em A B) ↔ w = wp / Real.sqrt (1 + 2 * em) := by
  have h : ((1 : ℕ) : ℝ) / ((1 : ℕ) + ((1 : ℕ) + 1) * em) = 1 / (1 + 2 * em) := by norm_num
  rw [drude_mode_iff le_rfl hR hwp hem hw, resonance, h, Real.sqrt_div zero_le_one,
    Real.sqrt_one, mul_one_div]
```

For $l=1$ the fraction under the root is $1/(1+2\varepsilon_m)$, so the dipole resonance lies at $\omega_p/\sqrt{1+2\varepsilon_m}$. In vacuum, $\varepsilon_m=1$, this is $\omega_p/\sqrt3$. The proof specialises the previous theorem and simplifies the root.

```lean
/-- For `wp > 0` and `em > 0` the frequencies `wp sqrt(l / (l + (l+1) em))` increase strictly with `l`, stay below
`wp / sqrt(1 + em)` and converge to it. -/
theorem resonance_increases_to_limit {wp em : ℝ} (hwp : 0 < wp) (hem : 0 < em) :
    StrictMono (resonance wp em) ∧ (∀ l, resonance wp em l < wp / Real.sqrt (1 + em)) ∧
      Tendsto (resonance wp em) atTop (𝓝 (wp / Real.sqrt (1 + em))) := by
  have hmono : StrictMono (resonance wp em) := by
    intro l m hlm
    have hlm' : (l : ℝ) < m := Nat.cast_lt.mpr hlm
    have h1 : (0 : ℝ) < l + (l + 1) * em := by positivity
    have h2 : (0 : ℝ) < m + (m + 1) * em := by positivity
    refine mul_lt_mul_of_pos_left (Real.sqrt_lt_sqrt (by positivity) ?_) hwp
    rw [div_lt_iff₀ h1, div_mul_eq_mul_div, lt_div_iff₀ h2]
    nlinarith [mul_lt_mul_of_pos_right hlm' hem]
  have hlim : Tendsto (resonance wp em) atTop (𝓝 (wp / Real.sqrt (1 + em))) := by
    have h0 := (tendsto_const_div_atTop_nhds_zero_nat em).const_add (1 + em)
    rw [add_zero] at h0
    have h1 : Tendsto (fun l : ℕ => 1 / (1 + em + em / (l : ℝ))) atTop (𝓝 (1 / (1 + em))) :=
      tendsto_const_nhds.div h0 (by positivity)
    -- divide numerator and denominator by l
    have h2 : Tendsto (fun l : ℕ => (l : ℝ) / (l + (l + 1) * em)) atTop
        (𝓝 (1 / (1 + em))) := by
      refine h1.congr' ?_
      filter_upwards [eventually_gt_atTop 0] with l hl
      have hl' : (0 : ℝ) < l := Nat.cast_pos.mpr hl
      have hE : 1 + em + em / (l : ℝ) ≠ 0 := by positivity
      have hD : (l : ℝ) + (l + 1) * em ≠ 0 := by positivity
      rw [div_eq_div_iff hE hD]
      field_simp
      ring
    have h3 := h2.sqrt.const_mul wp
    rw [Real.sqrt_div zero_le_one, Real.sqrt_one, mul_one_div] at h3
    exact h3
  exact ⟨hmono, fun l => (hmono (Nat.lt_succ_self l)).trans_le
    (hmono.monotone.ge_of_tendsto hlim _), hlim⟩

end

end SphereMultipolePlasmons
```

The theorem makes three statements about the sequence $\omega_l$: it increases strictly, every term lies below $\omega_p/\sqrt{1+\varepsilon_m}$, and it converges to that value. `StrictMono` covers all natural numbers, including $l=0$, where the formula gives $0$ but no mode belongs to it.

For the increase, let $l<m$. The denominators are positive, so cross-multiplication gives

$$\frac{l}{l+(l+1)\varepsilon_m}<\frac{m}{m+(m+1)\varepsilon_m}
\iff l\bigl(m+(m+1)\varepsilon_m\bigr)<m\bigl(l+(l+1)\varepsilon_m\bigr)
\iff l\varepsilon_m<m\varepsilon_m.$$

The last inequality holds because $\varepsilon_m>0$. It is the fact handed to `nlinarith`. The square root and the factor $\omega_p>0$ preserve the order.

For the limit, divide numerator and denominator by $l\geq1$:

$$\frac{l}{l+(l+1)\varepsilon_m}=\frac{1}{1+\varepsilon_m+\varepsilon_m/l}\longrightarrow\frac{1}{1+\varepsilon_m}.$$

In the code, `h1` is the limit of the right-hand form, `h2` transfers it to the left-hand form, and `h3` applies the square root and the factor $\omega_p$.

The strict bound follows from the other two parts: $\omega_l<\omega_{l+1}$, and no term of an increasing sequence exceeds its limit.

At the limiting frequency the Drude permittivity equals $-\varepsilon_m$, the quasi-static resonance condition of a flat interface. This fits the picture that a high multipole varies over distances much shorter than $R$ and hardly senses the curvature, though the flat interface is not modelled in the file.

```lean
#print axioms SphereMultipolePlasmons.radial_laplace
#print axioms SphereMultipolePlasmons.no_monopole_mode
#print axioms SphereMultipolePlasmons.drude_dipole_iff
#print axioms SphereMultipolePlasmons.resonance_increases_to_limit
```

```
'SphereMultipolePlasmons.radial_laplace' depends on axioms: [propext, Classical.choice, Quot.sound]
'SphereMultipolePlasmons.no_monopole_mode' depends on axioms: [propext, Classical.choice, Quot.sound]
'SphereMultipolePlasmons.drude_dipole_iff' depends on axioms: [propext, Classical.choice, Quot.sound]
'SphereMultipolePlasmons.resonance_increases_to_limit' depends on axioms: [propext, Classical.choice, Quot.sound]
```
